# Finite matrices miss $[A,B]=c\mathbf 1$ by at least $n|c|^2$ in squared Hilbert–Schmidt norm

Build the position and momentum matrices of a harmonic oscillator from its lowest three levels, in units with $\hbar=m=\omega=1$, and diagonalise $(x^2+p^2)/2$. The eigenvalues are $\tfrac12$, $1$ and $\tfrac32$. The oscillator has no level at $1$, and the expected $\tfrac52$ is missing. The algebra that turns $(x^2+p^2)/2$ into "number of quanta plus one half" uses $[x,p]=i\mathbf 1$, and the three-level matrices violate that relation.

Other matrices do not repair it. For all complex $n\times n$ matrices $A,B$ and every complex number $c$,

$$\|[A,B]-c\mathbf 1\|^2=\|[A,B]\|^2+n|c|^2\ \ge\ n|c|^2,\qquad \|M\|^2=\sum_{i,j}|M_{ij}|^2 .$$

Here $[A,B]=AB-BA$, $\mathbf 1$ is the identity matrix, and $\|\cdot\|$ is the Hilbert–Schmidt norm. The constant $c$ stands for the canonical value: $i\hbar$ for position and momentum, $1$ for the ladder operators of a boson mode. The matrices need not be Hermitian, and their entries may be as large as one likes.

## Finitely many levels

Physically, the system has $n$ basis states, as any mode stored in a computer as a matrix does. In Lean the basis states are the elements of a type `n` with `Fintype n`, an operator is a `Matrix n n ℂ`, and the number $n$ is `Fintype.card n`.

```lean
import Mathlib

open Matrix Filter Topology ComplexConjugate

namespace ApproximateCanonicalRelation

noncomputable section

variable {n : Type*} [Fintype n]
```

The squared norm is the plain sum over all entries, not divided by the dimension.

```lean
/-- The squared Hilbert-Schmidt norm of a matrix: the sum of the squared moduli of its entries. -/
def hsNormSq (M : Matrix n n ℂ) : ℝ := ∑ i, ∑ j, ‖M i j‖ ^ 2
```

It vanishes only for the zero matrix, because a sum of non-negative terms is zero only if each term is. The proof applies this first to the sum over rows $i$, then to the sum over columns $j$.

```lean
/-- The squared Hilbert-Schmidt norm vanishes only for the zero matrix. -/
theorem hsNormSq_eq_zero_iff (M : Matrix n n ℂ) : hsNormSq M = 0 ↔ M = 0 := by
  constructor
  · intro h
    unfold hsNormSq at h
    ext i j
    have h1 := (Finset.sum_eq_zero_iff_of_nonneg
      (fun i _ => Finset.sum_nonneg fun j _ => sq_nonneg ‖M i j‖)).1 h i (Finset.mem_univ i)
    have h2 := (Finset.sum_eq_zero_iff_of_nonneg
      (fun j _ => sq_nonneg ‖M i j‖)).1 h1 j (Finset.mem_univ j)
    simpa using h2
  · rintro rfl
    simp [hsNormSq]
```

The derivation by hand uses finiteness when it splits sums and exchanges their order, above all in the trace. Without finiteness the conclusion fails: the full oscillator satisfies $[a,a^\dagger]=\mathbf 1$ on every finite combination of its number states. There the diagonal sums of $aa^\dagger$ and $a^\dagger a$ both diverge, so their difference cannot be evaluated as "trace minus trace".

## The matrix compared with $c\mathbf 1$ is a commutator

Take first an arbitrary matrix $M$. Subtracting $c\mathbf 1$ changes only the diagonal entries, and for these

$$|M_{ii}-c|^2=|M_{ii}|^2+|c|^2-2\,\mathrm{Re}(\bar c\,M_{ii}).$$

Summing over all entries gives

$$\|M-c\mathbf 1\|^2=\|M\|^2+n|c|^2-2\,\mathrm{Re}(\bar c\,\mathrm{tr}M).$$

The proof has the same shape. Its inner statement `h` gives the change of each entry, with an `if i = j` that selects the diagonal; the diagonal case is expanded into real and imaginary parts and closed by `ring`. The statement `ht` collects the cross terms into the trace.

```lean
variable [DecidableEq n]

/-- Subtracting a multiple of the identity changes the squared Hilbert-Schmidt norm by an amount
that depends on the matrix only through its trace. -/
theorem hsNormSq_sub_scalar (M : Matrix n n ℂ) (c : ℂ) :
    hsNormSq (M - c • (1 : Matrix n n ℂ)) =
      hsNormSq M + Fintype.card n * ‖c‖ ^ 2 - 2 * (conj c * M.trace).re := by
  -- only the diagonal entries are changed
  have h : ∀ i j, ‖(M - c • (1 : Matrix n n ℂ)) i j‖ ^ 2 =
      ‖M i j‖ ^ 2 + if i = j then ‖c‖ ^ 2 - 2 * (conj c * M i j).re else 0 := by
    intro i j
    by_cases hij : i = j
    · subst hij
      rw [if_pos rfl]
      simp only [Matrix.sub_apply, Matrix.smul_apply, Matrix.one_apply_eq, smul_eq_mul, mul_one,
        Complex.sq_norm, Complex.normSq_apply, Complex.sub_re, Complex.sub_im, Complex.mul_re,
        Complex.conj_re, Complex.conj_im]
      ring
    · simp [hij]
  have ht : (conj c * M.trace).re = ∑ i, (conj c * M i i).re := by
    rw [Matrix.trace, Finset.mul_sum, Complex.re_sum]
    rfl
  rw [ht]
  unfold hsNormSq
  simp only [h, Finset.sum_add_distrib, Finset.sum_ite_eq, Finset.mem_univ, if_true,
    Finset.sum_sub_distrib, ← Finset.mul_sum, Finset.sum_const, Finset.card_univ, nsmul_eq_mul]
  ring
```

So far nothing forbids a small error: $M=c\mathbf 1$ has error zero. What excludes it is that $M$ is a commutator. Exchanging the names of the summation indices gives

$$\mathrm{tr}(AB)=\sum_{i,j}A_{ij}B_{ji}=\sum_{i,j}B_{ij}A_{ji}=\mathrm{tr}(BA),$$

hence $\mathrm{tr}[A,B]=0$. In the Hilbert–Schmidt inner product the commutator is orthogonal to the identity, so the cross term disappears and a Pythagorean identity remains. In the proof this is the single step `Matrix.trace_mul_comm`.

```lean
/-- For `n × n` complex matrices, the squared Hilbert-Schmidt error of the relation `[A, B] = c 1`
is the squared norm of the commutator plus `n |c|²`. -/
theorem hsNormSq_commutator_sub (A B : Matrix n n ℂ) (c : ℂ) :
    hsNormSq (A * B - B * A - c • (1 : Matrix n n ℂ)) =
      hsNormSq (A * B - B * A) + Fintype.card n * ‖c‖ ^ 2 := by
  have h : (A * B - B * A).trace = 0 := by
    rw [Matrix.trace_sub, Matrix.trace_mul_comm, sub_self]
  rw [hsNormSq_sub_scalar, h]
  simp
```

The bound follows because $\|[A,B]\|^2\ge 0$.

```lean
/-- For all `n × n` complex matrices, the squared Hilbert-Schmidt norm of `[A, B] - c 1` is at
least `n |c|²`. -/
theorem canonical_error_bound (A B : Matrix n n ℂ) (c : ℂ) :
    Fintype.card n * ‖c‖ ^ 2 ≤ hsNormSq (A * B - B * A - c • (1 : Matrix n n ℂ)) := by
  rw [hsNormSq_commutator_sub]
  have h : 0 ≤ hsNormSq (A * B - B * A) :=
    Finset.sum_nonneg fun i _ => Finset.sum_nonneg fun j _ => sq_nonneg _
  linarith
```

Equality requires $\|[A,B]\|^2=0$, which by the earlier lemma means $AB=BA$. The pairs that come closest to the canonical relation in this norm are therefore the commuting ones, which show none of the physics that the relation describes.

```lean
/-- The squared Hilbert-Schmidt norm of `[A, B] - c 1` equals `n |c|²` exactly when the two matrices
commute. -/
theorem canonical_error_eq_iff (A B : Matrix n n ℂ) (c : ℂ) :
    hsNormSq (A * B - B * A - c • (1 : Matrix n n ℂ)) = Fintype.card n * ‖c‖ ^ 2 ↔
      A * B = B * A := by
  rw [hsNormSq_commutator_sub, add_eq_right, hsNormSq_eq_zero_iff, sub_eq_zero]
```

## A nonzero constant and at least one level

The bound itself holds for every $c$ and every $n$, but it has content only if $n|c|^2>0$. Two hypotheses ensure this. The condition `c ≠ 0` says that the two operators are meant not to commute; for $c=i\hbar$ it is lost in the classical limit $\hbar\to0$. The condition `Nonempty n` says that the system has at least one state.

Suppose that matrix pairs $A_k,B_k$ of one fixed size had errors tending to zero. Every error is at least $n|c|^2$, so the limit is too, and $0\ge n|c|^2>0$ is a contradiction. In the proof, `ge_of_tendsto'` carries the bound to the limit, and `h2` and `h3` supply the positivity from the two hypotheses. Constant sequences give the exact case: no pair satisfies $[A,B]=c\mathbf 1$.

```lean
/-- In a fixed dimension `n ≥ 1` and for `c ≠ 0`, no sequence of matrix pairs satisfies
`[A, B] = c 1` with an error that tends to zero. -/
theorem no_approximate_canonical_pair [Nonempty n] {c : ℂ} (hc : c ≠ 0)
    (A B : ℕ → Matrix n n ℂ) :
    ¬ Tendsto (fun k => hsNormSq (A k * B k - B k * A k - c • (1 : Matrix n n ℂ)))
      atTop (𝓝 0) := by
  intro h
  have h1 := ge_of_tendsto' h fun k => canonical_error_bound (A k) (B k) c
  have h2 : (0 : ℝ) < Fintype.card n := by exact_mod_cast Fintype.card_pos
  have h3 : 0 < ‖c‖ := norm_pos_iff.2 hc
  have h4 : 0 < (Fintype.card n : ℝ) * ‖c‖ ^ 2 := by positivity
  linarith
```

Without `c ≠ 0` the statement is false, since $A_k=B_k=0$ has error zero. Without a level it is false as well, since all $0\times0$ matrices are equal.

The total error can also be assigned to states. Write $E=[A,B]-c\mathbf 1$. Column $j$ of $E$ is the image of the normalised basis state $j$, with squared length $\sum_i|E_{ij}|^2$. The $n$ columns together have at least $n|c|^2$, so at least one of them has $|c|^2$ or more. On that state the relation fails by a vector of length at least $|c|$. Here a level is needed so that there is a state to name, while $c=0$ is allowed and gives a trivial bound.

```lean
/-- In dimension `n ≥ 1` there is a basis state `j` that `[A, B] - c 1` sends to a vector of
squared norm at least `|c|²`. -/
theorem exists_basis_state_error [Nonempty n] (A B : Matrix n n ℂ) (c : ℂ) :
    ∃ j, ‖c‖ ^ 2 ≤ ∑ i, ‖(A * B - B * A - c • (1 : Matrix n n ℂ)) i j‖ ^ 2 := by
  have h := canonical_error_bound A B c
  unfold hsNormSq at h
  -- the total error is the sum of the errors of the columns
  rw [Finset.sum_comm] at h
  have h' : ∑ _j : n, ‖c‖ ^ 2 ≤
      ∑ j, ∑ i, ‖(A * B - B * A - c • (1 : Matrix n n ℂ)) i j‖ ^ 2 := by
    simpa only [Finset.sum_const, Finset.card_univ, nsmul_eq_mul] using h
  obtain ⟨j, -, hj⟩ := Finset.exists_le_of_sum_le Finset.univ_nonempty h'
  exact ⟨j, hj⟩
```

The proof exchanges the two sums with `Finset.sum_comm`, so that columns come first, and then `Finset.exists_le_of_sum_le` picks the column. The theorem does not say which state it is, and it leaves room for the relation to hold on all the others.

## An oscillator cut off above level $N$

The matrices are now chosen explicitly. The levels are $0,\dots,N$, so $n=N+1$, and the lowering matrix $a$ has entries $a_{ij}=\sqrt j$ if $i+1=j$ and zero otherwise.

```lean
/-- The lowering operator of the harmonic oscillator, truncated to the levels `0, ..., N`. -/
def lowering (N : ℕ) : Matrix (Fin (N + 1)) (Fin (N + 1)) ℂ :=
  Matrix.of fun i j => if (i : ℕ) + 1 = (j : ℕ) then ((√((j : ℕ) : ℝ) : ℝ) : ℂ) else 0
```

The entries are real, so the products are

$$(a^\dagger a)_{ik}=\sum_j a_{ji}a_{jk},\qquad (aa^\dagger)_{ik}=\sum_j a_{ij}a_{kj}.$$

In the first sum a term survives only if $j+1=i$ and $j+1=k$. This forces $i=k$ and gives the diagonal entry $i$; for $i=0$ there is no such $j$, and the entry is $0$. In the second sum a term survives only if $j=i+1=k+1$, which gives the diagonal entry $i+1$, provided that level $i+1$ exists. For $i=N$ it does not, and the entry is $0$. The difference is $(i+1)-i=1$ on each level below the top and $0-N=-N$ on the top level.

The proof follows this route. `hp` and `hz` read off the entries of $a$, `hT` those of the adjoint, and `hs` squares the root. `hnum` and `hanti` are the two products, where `Finset.sum_eq_single` isolates the surviving term.

```lean
/-- The commutator of the truncated lowering operator with its adjoint is diagonal, with entry
`1` on every level below the highest and `-N` on the highest level. -/
theorem lowering_commutator (N : ℕ) :
    lowering N * (lowering N)ᴴ - (lowering N)ᴴ * lowering N =
      Matrix.diagonal fun i : Fin (N + 1) => if (i : ℕ) = N then -(N : ℂ) else 1 := by
  have hp : ∀ i j : Fin (N + 1), (i : ℕ) + 1 = (j : ℕ) →
      lowering N i j = ((√((j : ℕ) : ℝ) : ℝ) : ℂ) := fun i j h => if_pos h
  have hz : ∀ i j : Fin (N + 1), ¬ (i : ℕ) + 1 = (j : ℕ) → lowering N i j = 0 :=
    fun i j h => if_neg h
  have hT : ∀ i j, (lowering N)ᴴ i j = lowering N j i := by
    intro i j
    rw [Matrix.conjTranspose_apply]
    by_cases h : (j : ℕ) + 1 = (i : ℕ)
    · rw [hp j i h]
      simp
    · rw [hz j i h, star_zero]
  have hs : ∀ m : ℕ, ((√(m : ℝ) : ℝ) : ℂ) * ((√(m : ℝ) : ℝ) : ℂ) = (m : ℂ) := by
    intro m
    rw [← Complex.ofReal_mul, Real.mul_self_sqrt (Nat.cast_nonneg m), Complex.ofReal_natCast]
  -- the number operator
  have hnum : (lowering N)ᴴ * lowering N =
      Matrix.diagonal fun i : Fin (N + 1) => ((i : ℕ) : ℂ) := by
    ext i k
    rw [Matrix.mul_apply, Matrix.diagonal_apply]
    simp only [hT]
    split_ifs with h
    · subst h
      rcases Nat.eq_zero_or_pos (i : ℕ) with h0 | h0
      · rw [h0, Nat.cast_zero]
        exact Finset.sum_eq_zero fun j _ => by rw [hz j i (by omega), mul_zero]
      · have hi := i.isLt
        rw [Finset.sum_eq_single (⟨(i : ℕ) - 1, by omega⟩ : Fin (N + 1))]
        · rw [hp _ i (by simp only []; omega), hs]
        · intro j _ hj
          rw [hz j i (fun e => hj (Fin.ext (by simp only []; omega))), mul_zero]
        · intro h
          exact absurd (Finset.mem_univ _) h
    · refine Finset.sum_eq_zero fun j _ => ?_
      by_cases h1 : (j : ℕ) + 1 = (i : ℕ)
      · rw [hz j k (fun h2 => h (Fin.ext (by omega))), mul_zero]
      · rw [hz j i h1, zero_mul]
  -- the product in the other order loses its entry on the highest level
  have hanti : lowering N * (lowering N)ᴴ =
      Matrix.diagonal fun i : Fin (N + 1) => if (i : ℕ) = N then 0 else ((i : ℕ) : ℂ) + 1 := by
    ext i k
    rw [Matrix.mul_apply, Matrix.diagonal_apply]
    simp only [hT]
    by_cases h : i = k
    · subst h
      rw [if_pos rfl]
      have hi := i.isLt
      by_cases hN : (i : ℕ) = N
      · rw [if_pos hN]
        exact Finset.sum_eq_zero fun j _ => by
          have hj := j.isLt
          rw [hz i j (by omega), mul_zero]
      · rw [if_neg hN, Finset.sum_eq_single (⟨(i : ℕ) + 1, by omega⟩ : Fin (N + 1))]
        · rw [hp i _ rfl, hs, Nat.cast_add, Nat.cast_one]
        · intro j _ hj
          rw [hz i j (fun e => hj (Fin.ext e.symm)), mul_zero]
        · intro h
          exact absurd (Finset.mem_univ _) h
    · rw [if_neg h]
      refine Finset.sum_eq_zero fun j _ => ?_
      by_cases h1 : (i : ℕ) + 1 = (j : ℕ)
      · rw [hz k j (fun h2 => h (Fin.ext (by omega))), mul_zero]
      · rw [hz i j h1, zero_mul]
  rw [hnum, hanti, Matrix.diagonal_sub]
  congr 1
  funext i
  split_ifs with h
  · rw [h, zero_sub]
  · ring
```

With $c=1$ the Pythagorean identity now gives the error. The commutator contributes $N\cdot1+N^2$ and the identity contributes $N+1$, together $(N+1)^2$. The proof separates the top level from the rest with `Fin.sum_univ_castSucc` and adds up.

```lean
/-- For the oscillator truncated to `N + 1` levels, the squared Hilbert-Schmidt error of the
relation `[a, a†] = 1` is exactly `(N + 1)²`. -/
theorem lowering_error (N : ℕ) :
    hsNormSq (lowering N * (lowering N)ᴴ - (lowering N)ᴴ * lowering N
      - (1 : ℂ) • (1 : Matrix (Fin (N + 1)) (Fin (N + 1)) ℂ)) = ((N : ℝ) + 1) ^ 2 := by
  have hd : ∀ d : Fin (N + 1) → ℂ, hsNormSq (Matrix.diagonal d) = ∑ i, ‖d i‖ ^ 2 := by
    intro d
    refine Finset.sum_congr rfl fun i _ => ?_
    rw [Finset.sum_eq_single i]
    · rw [Matrix.diagonal_apply_eq]
    · intro j _ hj
      simp [Matrix.diagonal_apply_ne d hj.symm]
    · intro h
      exact absurd (Finset.mem_univ _) h
  have hne : ∀ i : Fin N, (i : ℕ) ≠ N := fun i => i.isLt.ne
  rw [hsNormSq_commutator_sub, lowering_commutator, hd, Fin.sum_univ_castSucc]
  simp [hne]
  ring

end

end ApproximateCanonicalRelation
```

For three levels, $N=2$, the numbers are

$$aa^\dagger=\mathrm{diag}(1,2,0),\quad a^\dagger a=\mathrm{diag}(0,1,2),\quad [a,a^\dagger]=\mathrm{diag}(1,1,-2).$$

Subtracting the identity leaves $\mathrm{diag}(0,0,-3)$, with squared norm $9=6+3$. The universal lower bound is $3$.

A larger cutoff makes the total error grow, yet truncated oscillators are useful, because the whole error sits on the top level. A state with no weight there satisfies the relation exactly. The no-go theorem for sequences keeps the dimension fixed, but the bound applies at every size, so raising $N$ cannot bring the total error to zero either; it moves the error to a level that a low-energy state hardly occupies.

In simulations of a vibrational or cavity mode with finitely many levels, this matters when a Hamiltonian is assembled from truncated matrices. In the units of the opening, $x=(a+a^\dagger)/\sqrt2$ and $p=(a-a^\dagger)/(i\sqrt2)$. The matrix $(x^2+p^2)/2$ built from these truncated factors equals $(aa^\dagger+a^\dagger a)/2$, whose top entry is $N/2$ where $N+\tfrac12$ is wanted. For $N=2$ that is the false eigenvalue $1$ from the beginning. Coding the term as $a^\dagger a+\tfrac12$ avoids it, and so does multiplying the factors with one extra level and cutting the product afterwards. A test that demands $[a,a^\dagger]=\mathbf 1$ for the whole matrix must fail; the correct value to compare with is the full matrix $\mathrm{diag}(1,\dots,1,-N)$, including its zeros off the diagonal.

```lean
#print axioms ApproximateCanonicalRelation.hsNormSq_commutator_sub
-- 'ApproximateCanonicalRelation.hsNormSq_commutator_sub' depends on axioms: [propext, Classical.choice, Quot.sound]
#print axioms ApproximateCanonicalRelation.canonical_error_eq_iff
-- 'ApproximateCanonicalRelation.canonical_error_eq_iff' depends on axioms: [propext, Classical.choice, Quot.sound]
#print axioms ApproximateCanonicalRelation.exists_basis_state_error
-- 'ApproximateCanonicalRelation.exists_basis_state_error' depends on axioms: [propext, Classical.choice, Quot.sound]
#print axioms ApproximateCanonicalRelation.lowering_error
-- 'ApproximateCanonicalRelation.lowering_error' depends on axioms: [propext, Classical.choice, Quot.sound]
```
